# Truncating a nonnegative exchange sum in a finite Hermitian exciton Hamiltonian lowers no ordered singlet level by more than $2\sum v_G\lVert r_G\rVert^2$ over the omitted terms

To converge the exchange term in a Bethe–Salpeter calculation, I raise its plane-wave cutoff until the singlet energies stop moving, and I treat every truncated result as an estimate from below. My Hamiltonian is

$$H(F)=T+2\sum_{G\in F}v_G\,|r_G\rangle\langle r_G| ,$$

where $F$ is the set of retained plane waves, $v_G\ge 0$ is the Coulomb weight, $r_G$ is the vector of transition densities at $G$, and $T$ holds everything else. Each new term is repulsive, but it also mixes the excitons, and mixing pushes some levels down. Can a singlet level drop when I add components? And can I bound what the omitted ones would do without diagonalising again?

## Repulsion wins for every level, and the trace limits the rise

No ordered level can drop, and the bound needs only the weights and norms of the added components. Let $F\subseteq F'$ be finite, let $D=F'\setminus F$ be the added set, and put

$$\Delta=2\sum_{G\in D}v_G\lVert r_G\rVert^2 .$$

Let $n$ be the dimension of the transition space and $E_0(F)\le\dots\le E_{n-1}(F)$ the eigenvalues of $H(F)$, repeated by multiplicity. If $v_G\ge0$ on $D$, then $0\le E_k(F')-E_k(F)\le\Delta$ for every $k$.

**Expectation values rise.** $H(F)$ is Hermitian, since $T$ is Hermitian and the projector-like terms are Hermitian with real coefficients. For any vector $x$,

$$\langle x,H(F')x\rangle-\langle x,H(F)x\rangle=2\sum_{G\in D}v_G|\langle r_G,x\rangle|^2\ge0 .$$

**Ordered eigenvalues follow.** Write $A=H(F)$ and $B=H(F')$. For this step, number the eigenvalues from the top: $\alpha_0\ge\alpha_1\ge\dots$ with orthonormal eigenvectors $a_i$ for $A$, and $\beta_0\ge\beta_1\ge\dots$ with $b_i$ for $B$. Fix $j$ and require

$$\langle b_i,x\rangle=0\ (i<j),\qquad \langle a_i,x\rangle=0\ (i>j).$$

These are $n-1$ linear conditions in $n$ dimensions, so some $x\neq0$ satisfies them all. Expanding $x$ in each eigenbasis gives

$$\langle x,Ax\rangle=\sum_{i\le j}\alpha_i|\langle a_i,x\rangle|^2\ge\alpha_j\lVert x\rVert^2,\qquad
\langle x,Bx\rangle=\sum_{i\ge j}\beta_i|\langle b_i,x\rangle|^2\le\beta_j\lVert x\rVert^2 .$$

Since $\langle x,Ax\rangle\le\langle x,Bx\rangle$, division by $\lVert x\rVert^2$ yields $\alpha_j\le\beta_j$. With $j=n-1-k$ this is $E_k(F)\le E_k(F')$.

**The shifts have a known sum.** The eigenvalues of a Hermitian operator add up to its trace. In any orthonormal basis $e_i$,

$$\sum_k\bigl[E_k(F')-E_k(F)\bigr]=2\sum_{G\in D}v_G\sum_i|\langle r_G,e_i\rangle|^2=\Delta .$$

No shift is negative, so none exceeds their sum. If some added component has $v_G>0$ and $r_G\ne0$, then $\Delta>0$ and at least one level rises strictly.

## Two transitions and one exchange component

Take $T=\mathrm{diag}(2,5)$ in eV, start with no exchange, and add one component with $v=1$ eV and $r=(1,1)$. Then

$$H=\begin{pmatrix}4&2\\2&7\end{pmatrix},$$

with trace 11 and determinant 24, so the levels move from 2 and 5 to 3 and 8 eV. The shifts are 1 and 3 eV, and their sum is $\Delta=2\cdot1\cdot2=4$ eV. Mixing does push down, as you suspected: the lower diagonal element rises by 2 eV but the lower level by only 1 eV. It still rises.

## The Lean file

```lean
import Mathlib

open scoped InnerProductSpace

namespace ExcitonExchange

noncomputable section

variable {E : Type*} [NormedAddCommGroup E] [InnerProductSpace ℂ E]
  [FiniteDimensional ℂ E] {n : ℕ} {ι : Type*}

/-- The rank-one operator `|r⟩⟨r|`, which sends `x` to `⟨r, x⟩ r`. -/
def dyad (r : E) : E →ₗ[ℂ] E where
  toFun x := inner ℂ r x • r
  map_add' x y := by rw [inner_add_right, add_smul]
  map_smul' c x := by rw [inner_smul_right, mul_smul]; rfl

/-- The singlet Hamiltonian `T + 2 ∑ v_G |r_G⟩⟨r_G|`, with the exchange sum truncated to the
finite set `F`. -/
def singletH (T : E →ₗ[ℂ] E) (v : ι → ℝ) (r : ι → E) (F : Finset ι) : E →ₗ[ℂ] E :=
  T + ∑ G ∈ F, ((2 * v G : ℝ) : ℂ) • dyad (r G)

/-- The eigenvalues of a Hermitian operator in ascending order, counted with multiplicity. -/
def level {A : E →ₗ[ℂ] E} (hA : A.IsSymmetric) (hn : Module.finrank ℂ E = n)
    (k : Fin n) : ℝ :=
  hA.eigenvalues hn k.rev

omit [FiniteDimensional ℂ E] in
/-- The action of the truncated singlet Hamiltonian on a state. -/
theorem singletH_apply (T : E →ₗ[ℂ] E) (v : ι → ℝ) (r : ι → E) (F : Finset ι) (x : E) :
    singletH T v r F x
      = T x + ∑ G ∈ F, ((2 * v G : ℝ) : ℂ) • (inner ℂ (r G) x • r G) := by
  simp only [singletH, LinearMap.add_apply, LinearMap.sum_apply, LinearMap.smul_apply]
  rfl

omit [FiniteDimensional ℂ E] in
/-- For Hermitian `T` and real `v_G` the truncated singlet Hamiltonian is Hermitian. -/
theorem singletH_isSymmetric {T : E →ₗ[ℂ] E} (hT : T.IsSymmetric) (v : ι → ℝ)
    (r : ι → E) (F : Finset ι) : (singletH T v r F).IsSymmetric := by
  intro x y
  rw [singletH_apply, singletH_apply, inner_add_left, inner_add_right, hT x y,
    sum_inner, inner_sum]
  congr 1
  refine Finset.sum_congr rfl fun G _ => ?_
  rw [inner_smul_left, inner_smul_left, inner_smul_right, inner_smul_right,
    inner_conj_symm, Complex.conj_ofReal]
  ring

/-- The singlet energies, in ascending order, for exchange truncated to `F`. -/
def singletLevel {T : E →ₗ[ℂ] E} (hT : T.IsSymmetric) (hn : Module.finrank ℂ E = n)
    (v : ι → ℝ) (r : ι → E) (F : Finset ι) (k : Fin n) : ℝ :=
  level (singletH_isSymmetric hT v r F) hn k

/-- For Hermitian `A` and any vector `x`, the real part of `⟨x, A x⟩` is the sum of the eigenvalues
of `A` weighted by the squared amplitudes of `x` in the eigenbasis. -/
theorem expectation_eq_sum {A : E →ₗ[ℂ] E} (hA : A.IsSymmetric)
    (hn : Module.finrank ℂ E = n) (x : E) :
    (inner ℂ x (A x)).re
      = ∑ i, hA.eigenvalues hn i * ‖inner ℂ (hA.eigenvectorBasis hn i) x‖ ^ 2 := by
  rw [← (hA.eigenvectorBasis hn).sum_inner_mul_inner x (A x), Complex.re_sum]
  refine Finset.sum_congr rfl fun i _ => ?_
  have h : A (hA.eigenvectorBasis hn i)
      = ((hA.eigenvalues hn i : ℝ) : ℂ) • hA.eigenvectorBasis hn i :=
    hA.apply_eigenvectorBasis hn i
  rw [← hA (hA.eigenvectorBasis hn i) x, h, inner_smul_left,
    ← inner_conj_symm x (hA.eigenvectorBasis hn i), Complex.sq_norm, Complex.normSq_apply]
  generalize inner ℂ (hA.eigenvectorBasis hn i) x = z
  simp only [Complex.conj_ofReal, Complex.mul_re, Complex.mul_im, Complex.conj_re,
    Complex.conj_im, Complex.ofReal_re, Complex.ofReal_im]
  ring

/-- Weyl monotonicity for Hermitian `A` and `B`: if no state has a larger expectation value of `A`
than of `B`, then each ordered eigenvalue of `A` is at most the corresponding one of `B`. -/
theorem level_le_level {A B : E →ₗ[ℂ] E} (hA : A.IsSymmetric) (hB : B.IsSymmetric)
    (hn : Module.finrank ℂ E = n)
    (h : ∀ x, (inner ℂ x (A x)).re ≤ (inner ℂ x (B x)).re) (k : Fin n) :
    level hA hn k ≤ level hB hn k := by
  unfold level
  generalize k.rev = j
  let a := hA.eigenvectorBasis hn
  let b := hB.eigenvectorBasis hn
  -- n - 1 linear conditions on an n-dimensional space leave a nonzero state
  let L : E →ₗ[ℂ] ({i : Fin n // i ≠ j} → ℂ) :=
    LinearMap.pi fun i => innerₛₗ ℂ (if i.1 < j then b i.1 else a i.1)
  have hlt : Module.finrank ℂ ({i : Fin n // i ≠ j} → ℂ) < Module.finrank ℂ E := by
    have hc := Fintype.card_subtype_lt (p := fun i : Fin n => i ≠ j) (x := j) (by simp)
    rw [Fintype.card_fin] at hc
    rw [Module.finrank_fintype_fun_eq_card, hn]
    exact hc
  obtain ⟨x, hx, hx0⟩ := Submodule.exists_mem_ne_zero_of_ne_bot
    (LinearMap.ker_ne_bot_of_finrank_lt (f := L) hlt)
  have hz : ∀ i, i ≠ j → inner ℂ (if i < j then b i else a i) x = 0 :=
    fun i hi => congrFun (LinearMap.mem_ker.mp hx) ⟨i, hi⟩
  -- in this state A is at least its j-th eigenvalue, and B at most its own
  have h1 : hA.eigenvalues hn j * ‖x‖ ^ 2 ≤ (inner ℂ x (A x)).re := by
    rw [expectation_eq_sum hA hn, ← a.sum_sq_norm_inner_right x, Finset.mul_sum]
    refine Finset.sum_le_sum fun i _ => ?_
    rcases le_or_gt i j with hi | hi
    · exact mul_le_mul_of_nonneg_right (hA.eigenvalues_antitone hn hi) (sq_nonneg _)
    · have h0 := hz i hi.ne'
      rw [if_neg (not_lt_of_ge hi.le)] at h0
      change _ * ‖inner ℂ (a i) x‖ ^ 2 ≤ _ * ‖inner ℂ (a i) x‖ ^ 2
      simp [h0]
  have h2 : (inner ℂ x (B x)).re ≤ hB.eigenvalues hn j * ‖x‖ ^ 2 := by
    rw [expectation_eq_sum hB hn, ← b.sum_sq_norm_inner_right x, Finset.mul_sum]
    refine Finset.sum_le_sum fun i _ => ?_
    rcases le_or_gt j i with hi | hi
    · exact mul_le_mul_of_nonneg_right (hB.eigenvalues_antitone hn hi) (sq_nonneg _)
    · have h0 := hz i hi.ne
      rw [if_pos hi] at h0
      change _ * ‖inner ℂ (b i) x‖ ^ 2 ≤ _ * ‖inner ℂ (b i) x‖ ^ 2
      simp [h0]
  have hpos : 0 < ‖x‖ ^ 2 := pow_pos (norm_pos_iff.mpr hx0) 2
  exact le_of_mul_le_mul_right (h1.trans ((h x).trans h2)) hpos

omit [FiniteDimensional ℂ E] in
/-- Enlarging the exchange sum from `F` to `F'` changes the real part of `⟨x, H x⟩`, for any vector
`x`, by `2 ∑ v_G |⟨r_G, x⟩|²` over the added components. -/
theorem expectation_enlarge [DecidableEq ι] (T : E →ₗ[ℂ] E) (v : ι → ℝ) (r : ι → E)
    {F F' : Finset ι} (hF : F ⊆ F') (x : E) :
    (inner ℂ x (singletH T v r F' x)).re = (inner ℂ x (singletH T v r F x)).re
      + 2 * ∑ G ∈ F' \ F, v G * ‖inner ℂ (r G) x‖ ^ 2 := by
  have key : ∀ S : Finset ι, (inner ℂ x (singletH T v r S x)).re
      = (inner ℂ x (T x)).re + 2 * ∑ G ∈ S, v G * ‖inner ℂ (r G) x‖ ^ 2 := by
    intro S
    rw [singletH_apply, inner_add_right, inner_sum, Complex.add_re, Complex.re_sum,
      Finset.mul_sum]
    congr 1
    refine Finset.sum_congr rfl fun G _ => ?_
    rw [inner_smul_right, inner_smul_right, ← inner_conj_symm x (r G), Complex.sq_norm,
      Complex.normSq_apply]
    generalize inner ℂ (r G) x = z
    simp only [Complex.mul_re, Complex.mul_im, Complex.conj_re,
      Complex.conj_im, Complex.ofReal_re, Complex.ofReal_im]
    ring
  rw [key F', key F, ← Finset.sum_sdiff hF]
  ring

/-- The eigenvalues of a Hermitian operator add up to the sum of its expectation values over
any orthonormal basis. -/
theorem sum_level {A : E →ₗ[ℂ] E} (hA : A.IsSymmetric) (hn : Module.finrank ℂ E = n)
    (b : OrthonormalBasis (Fin n) ℂ E) :
    ∑ k, level hA hn k = ∑ i, (inner ℂ (b i) (A (b i))).re := by
  let a := hA.eigenvectorBasis hn
  have h1 : ∑ k, level hA hn k = ∑ i, hA.eigenvalues hn i :=
    Equiv.sum_comp Fin.revPerm (fun i => hA.eigenvalues hn i)
  have h2 : ∀ i, (inner ℂ (a i) (A (a i))).re = hA.eigenvalues hn i := by
    intro i
    have h : A (a i) = ((hA.eigenvalues hn i : ℝ) : ℂ) • a i :=
      hA.apply_eigenvectorBasis hn i
    have h' : inner ℂ (a i) (a i) = (1 : ℂ) := by
      rw [inner_self_eq_norm_sq_to_K, a.orthonormal.1 i]
      simp
    rw [h, inner_smul_right, h', mul_one, Complex.ofReal_re]
  -- both sums are the trace
  rw [h1, ← Complex.re_sum, ← LinearMap.trace_eq_sum_inner A b,
    LinearMap.trace_eq_sum_inner A a, Complex.re_sum]
  exact Finset.sum_congr rfl fun i _ => (h2 i).symm

/-- Sum rule: enlarging the exchange sum from `F` to `F'` shifts the singlet levels by amounts
that add up to `2 ∑ v_G ‖r_G‖²` over the added components. -/
theorem sum_singletLevel_enlarge [DecidableEq ι] {T : E →ₗ[ℂ] E} (hT : T.IsSymmetric)
    (hn : Module.finrank ℂ E = n) (v : ι → ℝ) (r : ι → E) {F F' : Finset ι} (hF : F ⊆ F') :
    ∑ k, (singletLevel hT hn v r F' k - singletLevel hT hn v r F k)
      = 2 * ∑ G ∈ F' \ F, v G * ‖r G‖ ^ 2 := by
  let b := hT.eigenvectorBasis hn
  unfold singletLevel
  rw [Finset.sum_sub_distrib, sum_level _ hn b, sum_level _ hn b, ← Finset.sum_sub_distrib]
  simp only [expectation_enlarge T v r hF, add_sub_cancel_left]
  rw [← Finset.mul_sum, Finset.sum_comm]
  congr 1
  refine Finset.sum_congr rfl fun G _ => ?_
  rw [← Finset.mul_sum, b.sum_sq_norm_inner_left (r G)]

/-- If the added components have `v_G ≥ 0`, enlarging the exchange sum from `F` to `F'` raises
each ordered singlet level by at least zero and at most `2 ∑ v_G ‖r_G‖²` over the added `G`. -/
theorem singletLevel_shift_bounds [DecidableEq ι] {T : E →ₗ[ℂ] E} (hT : T.IsSymmetric)
    (hn : Module.finrank ℂ E = n) (v : ι → ℝ) (r : ι → E) {F F' : Finset ι} (hF : F ⊆ F')
    (hv : ∀ G ∈ F' \ F, 0 ≤ v G) (k : Fin n) :
    0 ≤ singletLevel hT hn v r F' k - singletLevel hT hn v r F k ∧
      singletLevel hT hn v r F' k - singletLevel hT hn v r F k
        ≤ 2 * ∑ G ∈ F' \ F, v G * ‖r G‖ ^ 2 := by
  have hmono : ∀ j, 0 ≤ singletLevel hT hn v r F' j - singletLevel hT hn v r F j := by
    intro j
    refine sub_nonneg.mpr (level_le_level _ _ hn (fun x => ?_) j)
    rw [expectation_enlarge T v r hF x]
    have : 0 ≤ ∑ G ∈ F' \ F, v G * ‖inner ℂ (r G) x‖ ^ 2 :=
      Finset.sum_nonneg fun G hG => mul_nonneg (hv G hG) (sq_nonneg _)
    linarith
  refine ⟨hmono k, ?_⟩
  -- one nonnegative shift cannot exceed the sum of all shifts
  rw [← sum_singletLevel_enlarge hT hn v r hF]
  exact Finset.single_le_sum
    (f := fun j => singletLevel hT hn v r F' j - singletLevel hT hn v r F j)
    (fun j _ => hmono j) (Finset.mem_univ k)

/-- If the added components have `v_G ≥ 0`, and one of them has `v_G > 0` and `r_G ≠ 0`, then
enlarging the exchange sum from `F` to `F'` strictly raises at least one ordered singlet level. -/
theorem exists_singletLevel_lt [DecidableEq ι] {T : E →ₗ[ℂ] E} (hT : T.IsSymmetric)
    (hn : Module.finrank ℂ E = n) (v : ι → ℝ) (r : ι → E) {F F' : Finset ι} (hF : F ⊆ F')
    (hv : ∀ G ∈ F' \ F, 0 ≤ v G) (hG : ∃ G ∈ F' \ F, 0 < v G ∧ r G ≠ 0) :
    ∃ k, singletLevel hT hn v r F k < singletLevel hT hn v r F' k := by
  by_contra hcon
  have hle : ∑ k, (singletLevel hT hn v r F' k - singletLevel hT hn v r F k) ≤ 0 :=
    Finset.sum_nonpos fun k _ => sub_nonpos.mpr (le_of_not_gt fun hk => hcon ⟨k, hk⟩)
  rw [sum_singletLevel_enlarge hT hn v r hF] at hle
  obtain ⟨G, hmem, hvG, hrG⟩ := hG
  have hpos : 0 < ∑ G ∈ F' \ F, v G * ‖r G‖ ^ 2 :=
    Finset.sum_pos' (fun G hG => mul_nonneg (hv G hG) (sq_nonneg _))
      ⟨G, hmem, mul_pos hvG (pow_pos (norm_pos_iff.mpr hrG) 2)⟩
  linarith

end

end ExcitonExchange
```

```lean
#print axioms ExcitonExchange.sum_singletLevel_enlarge
-- 'ExcitonExchange.sum_singletLevel_enlarge' depends on axioms: [propext, Classical.choice, Quot.sound]
#print axioms ExcitonExchange.singletLevel_shift_bounds
-- 'ExcitonExchange.singletLevel_shift_bounds' depends on axioms: [propext, Classical.choice, Quot.sound]
#print axioms ExcitonExchange.exists_singletLevel_lt
-- 'ExcitonExchange.exists_singletLevel_lt' depends on axioms: [propext, Classical.choice, Quot.sound]
```

## What the theorems say about the exciton problem

`E` is the space of transition amplitudes, a complex inner product space of finite dimension `n`. The hypothesis `hT : T.IsSymmetric` says that $T$ is Hermitian, as in the Tamm–Dancoff form with a static kernel. The type `ι` labels the exchange components. It can be the set of reciprocal lattice vectors, but no lattice structure is used.

`dyad r` is the operator $x\mapsto\langle r,x\rangle r$, with the inner product conjugate-linear in its first argument. `singletH` adds these operators with weight $2v_G$. The factor 2 is the spin factor of a closed-shell singlet, and any volume or $k$-point normalisation belongs in `v` or `r`. Mathlib lists eigenvalues in descending order, so `level` reverses the index with `k.rev`, and level 0 is the lowest.

`singletLevel_shift_bounds` is the two-sided bound. Its hypothesis `hv` asks for $v_G\ge0$ only on `F' \ F`, and stands for the repulsive Coulomb interaction, whose Fourier components are nonnegative. The sum rule `sum_singletLevel_enlarge` has no sign condition. `exists_singletLevel_lt` gives strict underestimation of at least one level, without saying which.

If $T$ is the triplet Hamiltonian, the choice $F=\varnothing$ turns the bound into one on the exchange splitting between the $k$-th triplet and the $k$-th singlet.

For convergence tests in electronic structure, this means that raising the exchange cutoff alone never lowers an ordered singlet energy, provided that the finite transition space, $T$ and the retained $v_G$ and $r_G$ stay fixed. If the cutoff also changes the screened interaction or the quasiparticle energies, $T$ changes and the bound does not apply. The result compares two finite sets, not a finite set with an infinite sum. It orders energies and does not follow an exciton of given character through a crossing. The upper bound can also be generous for one level, because $\Delta$ is the rise of all levels together.

## From expectation values to the bound in Lean

`singletH_apply` writes out the action of the Hamiltonian, and `singletH_isSymmetric` checks Hermiticity term by term. `expectation_eq_sum` is the eigenbasis expansion of $\langle x,Ax\rangle$.

`level_le_level` is the comparison of ordered eigenvalues for general $A$ and $B$. The map `L` collects the $n-1$ conditions, one for each `i ≠ j`, and `LinearMap.ker_ne_bot_of_finrank_lt` supplies the nonzero vector that satisfies them. The steps `h1` and `h2` are the two inequalities for $\langle x,Ax\rangle$ and $\langle x,Bx\rangle$. In each sum, a term either has its eigenvalue on the right side of the $j$-th one or has zero amplitude. The last line cancels $\lVert x\rVert^2$.

`expectation_enlarge` computes the change in expectation value. It first proves the formula for an arbitrary finite set `S`, then splits the sum over `F'` into `F` and the added part.

`sum_level` identifies the sum of the levels with the trace, evaluated once in the eigenbasis and once in a given orthonormal basis. `sum_singletLevel_enlarge` applies it to both Hamiltonians in the eigenbasis of `T`, exchanges the two sums, and uses Parseval's identity to obtain $\lVert r_G\rVert^2$.

In `singletLevel_shift_bounds`, `hmono` combines `expectation_enlarge` with `level_le_level` to show that every shift is nonnegative. `Finset.single_le_sum` then bounds one shift by the total. `exists_singletLevel_lt` argues by contradiction: if no level rose, the shifts would add up to at most zero, while the sum rule makes their total positive.

## Several levels share one budget

The same reasoning extends to groups of levels, a step that the file leaves out: the shifts of any selection of levels add up to at most $\Delta$. Hence at most one level can rise by more than $\Delta/2$. In the example above, that is the upper level, which takes 3 of the 4 eV.
